# Detailed balance on finitely many states gives real relaxation modes that expand every observable

The theorem `relaxation_modes` concerns a real matrix `Q` on a finite set of states, in detailed balance with positive weights `p`: `p i * Q i j = p j * Q j i`. The weights need not sum to one, and nothing else is asked of `Q`, neither non-negative rates nor vanishing row sums. It states that there are real vectors `v k` and real numbers `m k` with `Q *ᵥ v k = m k • v k`, such that every real observable `F` is the sum of the `v k` with coefficients `∑ j, p j * v k j * F j`. The proof takes `s i = √(p i)`, shows that the matrix with entries `s i * Q i j / s j` is symmetric, and divides the components of its eigenmodes `b k` by `s i` to obtain those of `v k`.

In Lean, a first try:

```lean
import Mathlib

open Matrix MeasureTheory Set

namespace RelaxationModes

noncomputable section

variable {n : Type*} [Fintype n] {p : n → ℝ} {Q : Matrix n n ℝ} {u : ℝ → n → ℝ}

/-- Detailed balance: the flows `i → j` and `j → i` are equal for the weights `p`. -/
def DetailedBalance (p : n → ℝ) (Q : Matrix n n ℝ) : Prop :=
  ∀ i j, p i * Q i j = p j * Q j i

/-- A real symmetric matrix has eigenmodes in which every vector can be expanded. -/
theorem symmetric_modes {S : Matrix n n ℝ} (hS : S.IsHermitian) :
    ∃ (b : n → n → ℝ) (m : n → ℝ), (∀ k, S *ᵥ b k = m k • b k) ∧
      ∀ (F : n → ℝ) (i : n), ∑ k, (∑ j, b k j * F j) * b k i = F i := by
  classical
  refine ⟨fun k => (hS.eigenvectorBasis k).ofLp, hS.eigenvalues,
    hS.mulVec_eigenvectorBasis, fun F i => ?_⟩
  have h := congrArg (fun y : EuclideanSpace ℝ n => y.ofLp i)
    (hS.eigenvectorBasis.sum_repr' (WithLp.toLp 2 F))
  simpa [PiLp.inner_apply, mul_comm] using h

/-- A rate matrix in detailed balance with positive weights has real relaxation modes in which
every observable can be expanded, with weighted overlaps as coefficients. -/
theorem relaxation_modes (hp : ∀ i, 0 < p i) (hdb : DetailedBalance p Q) :
    ∃ (v : n → n → ℝ) (m : n → ℝ), (∀ k, Q *ᵥ v k = m k • v k) ∧
      ∀ (F : n → ℝ) (i : n), ∑ k, (∑ j, p j * v k j * F j) * v k i = F i := by
  obtain ⟨s, hs, hss⟩ : ∃ s : n → ℝ, (∀ i, s i ≠ 0) ∧ ∀ i, s i * s i = p i :=
    ⟨fun i => √(p i), fun i => (Real.sqrt_pos.2 (hp i)).ne',
      fun i => Real.mul_self_sqrt (hp i).le⟩
  -- detailed balance makes the rescaled generator symmetric
  have hS : (Matrix.of fun i j => s i * Q i j / s j).IsHermitian := by
    ext i j
    simp only [Matrix.conjTranspose_apply, star_trivial, Matrix.of_apply]
    rw [div_eq_div_iff (hs i) (hs j)]
    linear_combination Q j i * hss j - Q i j * hss i - hdb i j
  obtain ⟨b, m, hb, hexp⟩ := symmetric_modes hS
  refine ⟨fun k i => b k i / s i, m, fun k => funext fun i => ?_, fun F i => ?_⟩
  · have h := congrFun (hb k) i
    simp only [Matrix.mulVec, dotProduct, Matrix.of_apply, Pi.smul_apply, smul_eq_mul] at h ⊢
    rw [← mul_div_assoc, ← h, Finset.sum_div]
    refine Finset.sum_congr rfl fun j _ => ?_
    have hi := hs i
    have hj := hs j
    field_simp
  · have h : ∑ k, (∑ j, b k j * (s j * F j)) * b k i = s i * F i := hexp (fun j => s j * F j) i
    have e : ∀ k j, p j * (b k j / s j) * F j = b k j * (s j * F j) := by
      intro k j
      have h2 : b k j / s j * s j = b k j := div_mul_cancel₀ _ (hs j)
      linear_combination (-(b k j / s j * F j)) * hss j + s j * F j * h2
    simp only [e, ← mul_div_assoc, ← Finset.sum_div]
    rw [h, mul_div_cancel_left₀ _ (hs i)]

end

end RelaxationModes
```

The error:

```
Main.lean:55:8: error: Tactic `rewrite` failed: Did not find an occurrence of the pattern
  ∑ k, (∑ j, b k j * (s j * F j)) * b k i
in the target expression
  (∑ i_1, (∑ x, p x * b i_1 x / s x * F x) * b i_1 i) / s i = F i

case refine_2
n : Type u_1
inst✝ : Fintype n
p : n → ℝ
Q : Matrix n n ℝ
hp : ∀ (i : n), 0 < p i
hdb : DetailedBalance p Q
s : n → ℝ
hs : ∀ (i : n), s i ≠ 0
hss : ∀ (i : n), s i * s i = p i
hS : (of fun i j => s i * Q i j / s j).IsHermitian
b : n → n → ℝ
m : n → ℝ
hb : ∀ (k : n), (of fun i j => s i * Q i j / s j) *ᵥ b k = m k • b k
hexp : ∀ (F : n → ℝ) (i : n), ∑ k, (∑ j, b k j * F j) * b k i = F i
F : n → ℝ
i : n
h : ∑ k, (∑ j, b k j * (s j * F j)) * b k i = s i * F i
e : ∀ (k j : n), p j * (b k j / s j) * F j = b k j * (s j * F j)
⊢ (∑ i_1, (∑ x, p x * b i_1 x / s x * F x) * b i_1 i) / s i = F i
Main.lean:54:15: warning: This simp argument is unused:
  e

Hint: Omit it from the simp argument list.
  [apply] simp only [← mul_div_assoc, ← Finset.sum_div]

Note: This linter can be disabled with `set_option linter.unusedSimpArgs false`
```

Lean accepts the file once it reads:

```diff
@@ -52,5 +52,6 @@
       have h2 : b k j / s j * s j = b k j := div_mul_cancel₀ _ (hs j)
       linear_combination (-(b k j / s j * F j)) * hss j + s j * F j * h2
-    simp only [e, ← mul_div_assoc, ← Finset.sum_div]
+    simp only [e]
+    simp only [← mul_div_assoc, ← Finset.sum_div]
     rw [h, mul_div_cancel_left₀ _ (hs i)]
 
```

Diagnosis. The error is in the expansion of `F`. The equation `e` is meant to turn `p j * (b k j / s j) * F j` into `b k j * (s j * F j)`, the form that occurs in `h`. But `simp only` was given `← mul_div_assoc` in the same call, and it rewrites subterms before the terms that contain them. The inner factor `p j * (b k j / s j)` therefore became `p j * b k j / s j` first, and the left side of `e` no longer matched. This is why the warning calls `e` unused, and why the goal in the error still contains `p x * b i_1 x / s x * F x`. The sum on the left of `h` is then absent from the goal, and `rw [h]` fails.

The repair splits the call in two. `simp only [e]` now runs while the product still has the form `e` expects. The second call then only has to bring the remaining division by `s i` outside the sum over modes, which leaves the left side of `h` in the goal for `rw` to find.
